# Populations and bond orders of an orthogonal projector

In a closed-shell single-determinant calculation the occupied orbitals span a subspace of the basis space. In an orthonormal basis the density matrix is $D = 2P$, where $P$ projects orthogonally onto that subspace. The diagonal of $D$ is read as orbital occupations and the off-diagonal part as bond orders, which raises the question of what values projection alone permits.

The basis orbitals are labelled by a finite type `n`, and `‖z‖` is the modulus of a complex number.

In Lean 4 with Mathlib:

```lean
import Mathlib

open Matrix

namespace ProjectorPopulations

noncomputable section

variable {n : Type*} [Fintype n]
```

Orthogonal projection means $P^\dagger = P$ and $P^2 = P$. With an overlap matrix $S \neq 1$ the second condition would read $PSP = P$; that case, and the non-idempotent density matrices of correlated states, are not covered.

```lean
/-- An orthogonal projector in an orthonormal basis: a Hermitian idempotent matrix. -/
structure IsOrthProjector (P : Matrix n n ℂ) : Prop where
  herm : P.IsHermitian
  idem : P * P = P
```

The population per spin is $p_i = \operatorname{Re} P_{ii}$, so orbital $i$ holds $2p_i$ electrons.

```lean
/-- The population of basis orbital `i`: the real part of the diagonal entry `P i i`. -/
def population (P : Matrix n n ℂ) (i : n) : ℝ := (P i i).re
```

The Wiberg index between two orbital sets, typically those of two atoms, is $W_{AB}(D) = \sum_{i\in A}\sum_{j\in B}|D_{ij}|^2$.

```lean
/-- The Wiberg index of a density matrix `D` between the orbital sets `A` and `B`:
the sum of `|D i j|²` over `i ∈ A` and `j ∈ B`. -/
def wiberg (D : Matrix n n ℂ) (A B : Finset n) : ℝ := ∑ i ∈ A, ∑ j ∈ B, ‖D i j‖ ^ 2
```

The first of two test matrices is $\tfrac12\begin{pmatrix}1 & \mathrm i\\ -\mathrm i & 1\end{pmatrix}$, with $\mathrm i$ the imaginary unit. It projects onto $(1, -\mathrm i)/\sqrt2$, an orbital shared equally between two sites with a relative phase. For two sites of equal energy this is the bonding orbital when the Hamiltonian element between them is $H_{01} = -\mathrm i t$ with $t > 0$; for real $H_{01}$ it is non-bonding. The bounds below see only the moduli of the entries, not these phases.

```lean
/-- The two-orbital matrix with diagonal entries `1/2` and off-diagonal entries `± i/2`. -/
def bondingProjector : Matrix (Fin 2) (Fin 2) ℂ :=
  !![1 / 2, Complex.I / 2; -Complex.I / 2, 1 / 2]
```

The second has rows $(a, a)$ and $(1-a, 1-a)$ for complex $a$.

```lean
/-- The two-orbital matrix with first row `(a, a)` and second row `(1 - a, 1 - a)`. -/
def obliqueProjector (a : ℂ) : Matrix (Fin 2) (Fin 2) ℂ := !![a, a; 1 - a, 1 - a]
```

## Orbitals give projectors

Let the columns of $C$, labelled by `m`, hold orthonormal orbital coefficients, $C^\dagger C = 1$. Then $(CC^\dagger)^\dagger = CC^\dagger$, and regrouping gives $CC^\dagger CC^\dagger = C(C^\dagger C)C^\dagger = CC^\dagger$.

```lean
/-- Orthonormal orbital coefficients, `Cᴴ C = 1`, give an orthogonal projector `C Cᴴ`. -/
theorem isOrthProjector_of_orbitals {m : Type*} [Fintype m] [DecidableEq m]
    (C : Matrix n m ℂ) (hC : Cᴴ * C = 1) : IsOrthProjector (C * Cᴴ) := by
  constructor
  · show (C * Cᴴ)ᴴ = C * Cᴴ
    rw [Matrix.conjTranspose_mul, Matrix.conjTranspose_conjTranspose]
  · rw [Matrix.mul_assoc C Cᴴ (C * Cᴴ), ← Matrix.mul_assoc Cᴴ C Cᴴ, hC, Matrix.one_mul]
```

Hermiticity reads $P_{ji} = \overline{P_{ij}}$, so $|P_{ji}| = |P_{ij}|$.

```lean
/-- Transposed entries of an orthogonal projector have the same modulus. -/
theorem norm_symm {P : Matrix n n ℂ} (h : IsOrthProjector P) (i j : n) :
    ‖P j i‖ = ‖P i j‖ := by
  rw [← h.herm.apply j i, norm_star]
```

## The sum rule

The $(i,i)$ entry of $P^2 = P$ is
$$P_{ii} = \sum_j P_{ij}P_{ji} = \sum_j P_{ij}\overline{P_{ij}} = \sum_j |P_{ij}|^2 .$$
In the proof `h1` is the first equality and `e` supplies the conjugate. The result is an equation in $\mathbb{C}$ with a real right side, so $P_{ii}$ is real.

```lean
/-- Each diagonal entry of an orthogonal projector is the sum of `|P i j|²` along its row. -/
theorem diag_eq_sum {P : Matrix n n ℂ} (h : IsOrthProjector P) (i : n) :
    P i i = ((∑ j, ‖P i j‖ ^ 2 : ℝ) : ℂ) := by
  -- the (i,i) entry of P * P = P
  have h1 : (P * P) i i = ∑ j, P i j * P j i := Matrix.mul_apply
  rw [h.idem] at h1
  rw [h1, Complex.ofReal_sum]
  refine Finset.sum_congr rfl fun j _ => ?_
  -- Hermiticity turns each term into a squared modulus
  have e : P j i = (starRingEnd ℂ) (P i j) := (h.herm.apply j i).symm
  rw [e, Complex.mul_conj, Complex.normSq_eq_norm_sq]
```

Taking real parts gives $p_i = \sum_j |P_{ij}|^2$.

```lean
/-- The population of orbital `i` is the sum of `|P i j|²` along row `i`. -/
theorem population_eq_sum {P : Matrix n n ℂ} (h : IsOrthProjector P) (i : n) :
    population P i = ∑ j, ‖P i j‖ ^ 2 := by
  unfold population
  rw [diag_eq_sum h i, Complex.ofReal_re]
```

Since $P_{ii} = p_i$ (`hd`), the term $j = i$ is $p_i^2$ (`hd2`). Splitting it off (`hs`) leaves
$$\sum_{j\ne i}|P_{ij}|^2 = p_i - p_i^2 = p_i(1-p_i),$$
where `Finset.univ.erase i` is the set of all $j \neq i$.

```lean
/-- The off-diagonal weight of row `i` equals `p (1 - p)`, with `p` the population of `i`. -/
theorem offdiag_sum [DecidableEq n] {P : Matrix n n ℂ} (h : IsOrthProjector P) (i : n) :
    ∑ j ∈ Finset.univ.erase i, ‖P i j‖ ^ 2 = population P i * (1 - population P i) := by
  have hp := population_eq_sum h i
  have hd : P i i = ((population P i : ℝ) : ℂ) := by
    rw [hp]
    exact diag_eq_sum h i
  have hd2 : ‖P i i‖ ^ 2 = population P i ^ 2 := by
    rw [hd, Complex.norm_real, Real.norm_eq_abs, sq_abs]
  -- split off the diagonal term of the row sum
  have hs : ‖P i i‖ ^ 2 + ∑ j ∈ Finset.univ.erase i, ‖P i j‖ ^ 2 = ∑ j, ‖P i j‖ ^ 2 :=
    Finset.add_sum_erase Finset.univ (fun j => ‖P i j‖ ^ 2) (Finset.mem_univ i)
  linear_combination hs - hp - hd2
```

One term of a sum of nonnegative terms is at most the sum, so $|P_{ij}|^2 \le p_i(1-p_i)$ for $i \ne j$.

```lean
/-- An off-diagonal entry obeys `|P i j|² ≤ p (1 - p)`, with `p` the population of `i`. -/
theorem offdiag_sq_le {P : Matrix n n ℂ} (h : IsOrthProjector P) {i j : n} (hij : i ≠ j) :
    ‖P i j‖ ^ 2 ≤ population P i * (1 - population P i) := by
  classical
  rw [← offdiag_sum h i]
  exact Finset.single_le_sum (f := fun k => ‖P i k‖ ^ 2) (fun k _ => sq_nonneg _)
    (Finset.mem_erase.2 ⟨hij.symm, Finset.mem_univ j⟩)
```

## The bounds

The main theorem states three things for every orthogonal projector: the sum rule, $p_i \in [0,1]$ (the closed interval `Set.Icc (0 : ℝ) 1`), and $|P_{ij}| \le \tfrac12$ for $i \neq j$. The lower bound holds because $p_i$ is a sum of squares. For the upper bound, add $p_i(1-p_i) \ge 0$ to $(p_i-1)^2 \ge 0$, which gives $1 - p_i \ge 0$. For the third claim,
$$p_i(1-p_i) = \tfrac14 - \left(p_i - \tfrac12\right)^2 \le \tfrac14 ,$$
so $x = |P_{ij}|$ has $x^2 \le \tfrac14$, and $(x-\tfrac12)^2 \ge 0$ yields $x \le x^2 + \tfrac14 \le \tfrac12$. These squares are the hints handed to `nlinarith`. For $D = 2P$ in an orthonormal basis this means occupations in $[0,2]$ and $|D_{ij}| \le 1$ for $i \ne j$, a check that a computed closed-shell single-determinant density must pass up to rounding. Passing it does not show that $P$ is idempotent.

```lean
/-- For an orthogonal projector each diagonal entry equals the row sum of `|P i j|²`, each
population lies in `[0, 1]`, and each off-diagonal entry has modulus at most `1/2`. -/
theorem projector_entry_bounds {P : Matrix n n ℂ} (h : IsOrthProjector P) :
    (∀ i, P i i = ((∑ j, ‖P i j‖ ^ 2 : ℝ) : ℂ)) ∧
    (∀ i, population P i ∈ Set.Icc (0 : ℝ) 1) ∧
    (∀ i j, i ≠ j → ‖P i j‖ ≤ 1 / 2) := by
  classical
  refine ⟨diag_eq_sum h, fun i => ⟨?_, ?_⟩, fun i j hij => ?_⟩
  · rw [population_eq_sum h i]
    exact Finset.sum_nonneg fun j _ => sq_nonneg _
  · -- p (1 - p) is a sum of squares
    have h0 : 0 ≤ population P i * (1 - population P i) := by
      rw [← offdiag_sum h i]
      exact Finset.sum_nonneg fun j _ => sq_nonneg _
    nlinarith [sq_nonneg (population P i - 1)]
  · -- p (1 - p) ≤ 1/4
    have h1 := offdiag_sq_le h hij
    have h2 : ‖P i j‖ ^ 2 ≤ 1 / 4 := by nlinarith [sq_nonneg (population P i - 1 / 2)]
    nlinarith [norm_nonneg (P i j), sq_nonneg (‖P i j‖ - 1 / 2)]
```

Suppose $|P_{ij}| = \tfrac12$ with $i \ne j$. Then $\tfrac14 \le p_i(1-p_i)$ forces $(p_i - \tfrac12)^2 = 0$. The off-diagonal weight of row $i$ is therefore $\tfrac14$, which the entry $(i,j)$ exhausts, so $P_{ik} = 0$ for $k \ne i, j$. The local statement `aux` proves this for one row, and `norm_symm` lets it run again with $i$ and $j$ exchanged.

```lean
/-- If an off-diagonal entry has modulus exactly `1/2`, both populations are `1/2` and the
two rows vanish outside the columns `i` and `j`. -/
theorem saturated_bond {P : Matrix n n ℂ} (h : IsOrthProjector P) {i j : n} (hij : i ≠ j)
    (hhalf : ‖P i j‖ = 1 / 2) :
    population P i = 1 / 2 ∧ population P j = 1 / 2 ∧
      ∀ k, k ≠ i → k ≠ j → P i k = 0 ∧ P j k = 0 := by
  classical
  have aux : ∀ a b : n, a ≠ b → ‖P a b‖ = 1 / 2 →
      population P a = 1 / 2 ∧ ∀ k, k ≠ a → k ≠ b → P a k = 0 := by
    intro a b hab hn
    have h1 := offdiag_sq_le h hab
    rw [hn] at h1
    -- 1/4 ≤ p (1 - p) forces p = 1/2
    have hsq : (population P a - 1 / 2) ^ 2 = 0 :=
      le_antisymm (by nlinarith) (sq_nonneg _)
    have hz := (pow_eq_zero_iff (by norm_num : (2 : ℕ) ≠ 0)).1 hsq
    have hp : population P a = 1 / 2 := by linarith
    refine ⟨hp, fun k hka hkb => ?_⟩
    -- the entry (a,b) exhausts the off-diagonal weight of row a
    have h2 : ‖P a b‖ ^ 2 + ∑ l ∈ (Finset.univ.erase a).erase b, ‖P a l‖ ^ 2
        = ∑ l ∈ Finset.univ.erase a, ‖P a l‖ ^ 2 :=
      Finset.add_sum_erase (Finset.univ.erase a) (fun l => ‖P a l‖ ^ 2)
        (Finset.mem_erase.2 ⟨hab.symm, Finset.mem_univ b⟩)
    rw [offdiag_sum h a, hn, hp] at h2
    have hk : ‖P a k‖ ^ 2 ≤ ∑ l ∈ (Finset.univ.erase a).erase b, ‖P a l‖ ^ 2 :=
      Finset.single_le_sum (f := fun l => ‖P a l‖ ^ 2) (fun l _ => sq_nonneg _)
        (Finset.mem_erase.2 ⟨hkb, Finset.mem_erase.2 ⟨hka, Finset.mem_univ k⟩⟩)
    have hk0 : ‖P a k‖ ^ 2 = 0 := le_antisymm (by linarith) (sq_nonneg _)
    exact norm_eq_zero.1 ((pow_eq_zero_iff (by norm_num : (2 : ℕ) ≠ 0)).1 hk0)
  have hi := aux i j hij hhalf
  have hj := aux j i hij.symm (by rw [norm_symm h i j, hhalf])
  exact ⟨hi.1, hj.1, fun k hki hkj => ⟨hi.2 k hki hkj, hj.2 k hkj hki⟩⟩
```

At the other extreme, $p_i \in \{0, 1\}$ makes $p_i(1-p_i) = 0$ and hence every $|P_{ij}|^2 \le 0$ for $j \ne i$. Conversely, if those entries vanish then $p_i(1-p_i) = 0$ and one factor is zero. An empty or full basis orbital is thus exactly one whose density-matrix element with every other basis orbital is zero. This is a statement about $P$, not about individual columns of $C$: full basis orbitals may still be combined with one another in the occupied orbitals, as when both the symmetric and the antisymmetric combination of two basis orbitals are occupied and $P = 1$.

```lean
/-- A population is `0` or `1` exactly when all off-diagonal entries of its row vanish. -/
theorem integer_population_iff {P : Matrix n n ℂ} (h : IsOrthProjector P) (i : n) :
    (population P i = 0 ∨ population P i = 1) ↔ ∀ j, j ≠ i → P i j = 0 := by
  classical
  constructor
  · intro hp j hj
    have h1 := offdiag_sq_le h hj.symm
    have h2 : ‖P i j‖ ^ 2 ≤ 0 := by
      rcases hp with h0 | h0
      · rw [h0] at h1
        linarith
      · rw [h0] at h1
        linarith
    have h3 : ‖P i j‖ ^ 2 = 0 := le_antisymm h2 (sq_nonneg _)
    exact norm_eq_zero.1 ((pow_eq_zero_iff (by norm_num : (2 : ℕ) ≠ 0)).1 h3)
  · intro hz
    have hs := offdiag_sum h i
    have h0 : ∑ j ∈ Finset.univ.erase i, ‖P i j‖ ^ 2 = 0 :=
      Finset.sum_eq_zero fun j hj => by
        rw [hz j (Finset.ne_of_mem_erase hj)]
        simp
    rw [h0] at hs
    rcases mul_eq_zero.1 hs.symm with h1 | h1
    · exact Or.inl h1
    · exact Or.inr (by linarith)
```

## The Wiberg index

Let $A$ and $B$ be disjoint. For $i \in A$ the set $B$ does not contain $i$ (`hsub`), so
$$\sum_{j\in B}|2P_{ij}|^2 \le 4\sum_{j \ne i}|P_{ij}|^2 = 4p_i(1-p_i) \le 1 .$$
Summing over $i$ gives $W_{AB}(2P) \le |A|$. Because $|P_{ij}| = |P_{ji}|$ the index is symmetric (`hsym`), so it is also at most $|B|$. The bound counts basis orbitals and loosens as the basis grows.

```lean
/-- For the closed-shell density `2 P` and disjoint orbital sets `A`, `B`, the Wiberg index
is at most the number of orbitals in the smaller set. -/
theorem wiberg_le_min_card {P : Matrix n n ℂ} (h : IsOrthProjector P) {A B : Finset n}
    (hAB : Disjoint A B) :
    wiberg ((2 : ℂ) • P) A B ≤ min (A.card : ℝ) (B.card : ℝ) := by
  classical
  have h2 : ‖(2 : ℂ)‖ = 2 := by simp
  have e : ∀ i j, ‖((2 : ℂ) • P) i j‖ ^ 2 = 4 * ‖P i j‖ ^ 2 := by
    intro i j
    rw [Matrix.smul_apply, norm_smul, h2]
    ring
  -- each orbital of the first set contributes at most 4 p (1 - p) ≤ 1
  have aux : ∀ S T : Finset n, Disjoint S T → wiberg ((2 : ℂ) • P) S T ≤ (S.card : ℝ) := by
    intro S T hST
    have hrow : ∀ i ∈ S, ∑ j ∈ T, ‖((2 : ℂ) • P) i j‖ ^ 2 ≤ 1 := by
      intro i hi
      have hsub : T ⊆ Finset.univ.erase i := by
        intro j hj
        refine Finset.mem_erase.2 ⟨?_, Finset.mem_univ j⟩
        intro hji
        rw [hji] at hj
        exact Finset.disjoint_left.1 hST hi hj
      have h1 : ∑ j ∈ T, ‖P i j‖ ^ 2 ≤ ∑ j ∈ Finset.univ.erase i, ‖P i j‖ ^ 2 :=
        Finset.sum_le_sum_of_subset_of_nonneg hsub fun _ _ _ => sq_nonneg _
      rw [offdiag_sum h i] at h1
      have h3 : ∑ j ∈ T, ‖((2 : ℂ) • P) i j‖ ^ 2 = 4 * ∑ j ∈ T, ‖P i j‖ ^ 2 := by
        rw [Finset.mul_sum]
        exact Finset.sum_congr rfl fun j _ => e i j
      rw [h3]
      nlinarith [sq_nonneg (population P i - 1 / 2)]
    calc wiberg ((2 : ℂ) • P) S T ≤ ∑ _i ∈ S, (1 : ℝ) := Finset.sum_le_sum hrow
      _ = (S.card : ℝ) := by simp
  -- the index is symmetric in the two sets
  have hsym : wiberg ((2 : ℂ) • P) A B = wiberg ((2 : ℂ) • P) B A := by
    unfold wiberg
    rw [Finset.sum_comm]
    refine Finset.sum_congr rfl fun j _ => Finset.sum_congr rfl fun i _ => ?_
    rw [e i j, e j i, norm_symm h i j]
  refine le_min (aux A B hAB) ?_
  rw [hsym]
  exact aux B A hAB.symm
```

## Sharpness and the role of each hypothesis

The first test matrix is Hermitian and idempotent, checked entry by entry on real and imaginary parts. It has $|P_{01}| = \tfrac12$ and $W_{\{0\}\{1\}}(2P) = (2\cdot\tfrac12)^2 = 1$, so the off-diagonal bound is attained, as is the Wiberg bound for two single orbitals.

```lean
/-- `bondingProjector` is an orthogonal projector whose off-diagonal entry has modulus `1/2`,
and twice it has Wiberg index `1` between its two orbitals. -/
theorem bondingProjector_witness :
    IsOrthProjector bondingProjector ∧ ‖bondingProjector 0 1‖ = 1 / 2 ∧
      wiberg ((2 : ℂ) • bondingProjector) {0} {1} = 1 := by
  have hn : ‖bondingProjector 0 1‖ = 1 / 2 := by simp [bondingProjector]
  have h2 : ‖(2 : ℂ)‖ = 2 := by simp
  refine ⟨⟨?_, ?_⟩, hn, ?_⟩
  · show bondingProjectorᴴ = bondingProjector
    ext i j
    fin_cases i <;> fin_cases j <;> apply Complex.ext <;>
      simp [bondingProjector, Matrix.conjTranspose_apply]
  · ext i j
    fin_cases i <;> fin_cases j <;> apply Complex.ext <;>
      simp [bondingProjector, Matrix.mul_apply, Fin.sum_univ_two] <;> norm_num
  · unfold wiberg
    rw [Finset.sum_singleton, Finset.sum_singleton, Matrix.smul_apply, norm_smul, hn, h2]
    norm_num
```

The second matrix is idempotent for every $a$: the $(0,0)$ entry of its square is $a^2 + a(1-a) = a$, and the other three entries work alike. At $a = 2$ its $(0,0)$ and $(0,1)$ entries are both $2$, so the entry bounds fail without Hermiticity. Two further examples are checked by hand only: the Hermitian matrix $2\cdot 1$ has diagonal $2$, so idempotency cannot simply be dropped, and $P = 1$ with $A = B = \{i\}$ gives index $4$, so neither can disjointness. Idempotency can be weakened, however: a Hermitian $P$ with eigenvalues in $[0,1]$ satisfies $P^2 \le P$, hence $\sum_j |P_{ij}|^2 \le p_i$, and the same bounds follow, though the sum rule is then only an inequality.

```lean
/-- For every complex `a` the matrix `obliqueProjector a` is idempotent and has both its
`(0,0)` and its `(0,1)` entry equal to `a`. -/
theorem obliqueProjector_entries (a : ℂ) :
    obliqueProjector a * obliqueProjector a = obliqueProjector a ∧
      obliqueProjector a 0 0 = a ∧ obliqueProjector a 0 1 = a := by
  refine ⟨?_, ?_, ?_⟩
  · ext i j
    fin_cases i <;> fin_cases j <;>
      simp [obliqueProjector, Matrix.mul_apply, Fin.sum_univ_two] <;> ring
  · simp [obliqueProjector]
  · simp [obliqueProjector]

end

end ProjectorPopulations
```

```lean
#print axioms ProjectorPopulations.projector_entry_bounds
#print axioms ProjectorPopulations.saturated_bond
#print axioms ProjectorPopulations.wiberg_le_min_card
#print axioms ProjectorPopulations.obliqueProjector_entries
```

```
'ProjectorPopulations.projector_entry_bounds' depends on axioms: [propext, Classical.choice, Quot.sound]
'ProjectorPopulations.saturated_bond' depends on axioms: [propext, Classical.choice, Quot.sound]
'ProjectorPopulations.wiberg_le_min_card' depends on axioms: [propext, Classical.choice, Quot.sound]
'ProjectorPopulations.obliqueProjector_entries' depends on axioms: [propext, Classical.choice, Quot.sound]
```
